# At zero energy a three-site flux ring with three leads transmits perfectly from one lead to another and not at all in reverse

The theorem concerns a non-interacting three-site ring with hopping amplitudes `i` and `-i`, each site coupled to its own lead by an energy-independent broadening of strength 2. It states that an explicit matrix `R` is a right inverse of `inverseGreen` at zero energy, so that `R` is the Green function there. It also states that the transmission `tr (Γ i R Γ j R*)` is 1 for the lead pair (0, 1) and 0 for (1, 0). The attempt checks the inverse entry by entry, then unfolds each transmission with `simp` and finishes the arithmetic with `norm_num`.

The failing Lean file:

```lean
import Mathlib

open Matrix

namespace ThreeTerminalCirculator

noncomputable section

variable {n ι : Type*} [Fintype n] [DecidableEq n] [Fintype ι]

/-- The matrix `E - H + (i/2) ∑ Γ k` of a conductor with Hamiltonian `H` at energy `E`,
coupled to leads with broadening matrices `Γ k`. -/
def inverseGreen (H : Matrix n n ℂ) (Γ : ι → Matrix n n ℂ) (E : ℝ) : Matrix n n ℂ :=
  (E : ℂ) • (1 : Matrix n n ℂ) - H + (Complex.I / 2) • ∑ k, Γ k

/-- The transmission `tr (Γ i R Γ j R*)` between leads `i` and `j` for a Green function `R`. -/
def transmission (Γ : ι → Matrix n n ℂ) (R : Matrix n n ℂ) (i j : ι) : ℂ :=
  trace (Γ i * R * Γ j * Rᴴ)

/-- A three-site ring threaded by a magnetic flux, with hopping amplitudes `i` and `-i`. -/
def fluxRing : Matrix (Fin 3) (Fin 3) ℂ :=
  Complex.I • !![0, 1, -1; -1, 0, 1; 1, -1, 0]

/-- The broadening matrix of a lead attached to site `k` of the ring, with strength 2. -/
def siteLead (k : Fin 3) : Matrix (Fin 3) (Fin 3) ℂ :=
  Matrix.diagonal fun i => if i = k then 2 else 0

/-- With leads on all three sites of the flux ring, the transmission at zero energy is 1 between
leads 0 and 1 in one direction and 0 in the other. -/
theorem three_terminal_circulator :
    let R : Matrix (Fin 3) (Fin 3) ℂ := (-(Complex.I / 2)) • !![1, 1, 0; 0, 1, 1; 1, 0, 1]
    inverseGreen fluxRing siteLead 0 * R = 1 ∧
      transmission siteLead R 0 1 = 1 ∧ transmission siteLead R 1 0 = 0 := by
  intro R
  refine ⟨?_, ?_, ?_⟩
  · ext i j
    fin_cases i <;> fin_cases j <;>
      simp [R, inverseGreen, fluxRing, siteLead, Matrix.mul_apply, Fin.sum_univ_succ,
        Matrix.diagonal_apply, Complex.ext_iff] <;> norm_num
  all_goals
    simp [R, transmission, siteLead, Matrix.trace, Matrix.mul_apply, Fin.sum_univ_succ,
      Matrix.diagonal_apply, Complex.ext_iff] <;> norm_num

end

end ThreeTerminalCirculator
```

Lean reports:

```
Main.lean:33:75: error: unsolved goals
case refine_2
R : Matrix (Fin 3) (Fin 3) ℂ := -(Complex.I / 2) • !![1, 1, 0; 0, 1, 1; 1, 0, 1]
⊢ -(2 * (-Complex.I / (starRingEnd ℂ) 2).im) = 1 ∧ (-Complex.I / (starRingEnd ℂ) 2).re = 0
Main.lean:41:69: warning: This simp argument is unused:
  Fin.sum_univ_succ

Hint: Omit it from the simp argument list.
  [apply] simp [R, transmission, siteLead, Matrix.trace, Matrix.mul_apply, Matrix.diagonal_apply, Complex.ext_iff]

Note: This linter can be disabled with `set_option linter.unusedSimpArgs false`
```

What went wrong. The error concerns `refine_2`, the claim that the transmission for (0, 1) is 1. `Complex.ext_iff` has split this equation into real and imaginary parts, and what is left asks for the two parts of `-Complex.I / (starRingEnd ℂ) 2`, where `starRingEnd ℂ` is complex conjugation. The goal is true, since the conjugate of 2 is 2 and the quotient is `-i/2`. But `simp` and `norm_num`, with the lemmas they had, did not work out the real and imaginary parts of a quotient with this denominator, so the goal stayed open.

The repair gives `norm_num` the missing formulas. `Complex.div_re` and `Complex.div_im` express the parts of a quotient through the parts of its numerator and denominator and the denominator's squared modulus, which `Complex.normSq_apply` writes as a sum of squares. Only real arithmetic then remains.

The warning says that `Fin.sum_univ_succ` is unused in this `simp` call. Removing it is mere tidying.

The change, after which it compiles:

```diff
@@ -39,6 +39,7 @@
         Matrix.diagonal_apply, Complex.ext_iff] <;> norm_num
   all_goals
-    simp [R, transmission, siteLead, Matrix.trace, Matrix.mul_apply, Fin.sum_univ_succ,
-      Matrix.diagonal_apply, Complex.ext_iff] <;> norm_num
+    simp [R, transmission, siteLead, Matrix.trace, Matrix.mul_apply,
+      Matrix.diagonal_apply, Complex.ext_iff] <;>
+    norm_num [Complex.div_re, Complex.div_im, Complex.normSq_apply]
 
 end
```
